# A high enough step keeps contact at its edge as VV10 damping grows

The theorem `wall_contact` concerns the VV10 dispersion energy of a single pair of volume elements at distance R. In atomic units and divided by the product of the two elements' electron numbers, this energy is −3/(2gg′(g + g′)). Here g = wR² + bc and g′ = w′R² + bc′, where b is the damping parameter and the constants w, w′, c, c′ are positive. To this is added, in the same normalisation, a repulsive step that is zero from σ > 0 onwards and, below σ, as high as the dispersion well for damping parameter b₁ > 0 is deep at zero distance. The theorem says that for every b ≥ b₁ the distance σ minimises the total energy over all positive distances. The proof first shows that the dispersion energy rises with distance, so that nothing is gained by moving outwards from σ. Inside σ, the step makes up for the well, which at b is no deeper than at b₁.

Lean 4 with Mathlib refuses this proof:

```lean
import Mathlib

open Set

namespace WallContact

noncomputable section

/-- The positive parameters of a pair of volume elements: `w`, `w'` multiply the squared
distance, and `c`, `c'` multiply the damping parameter `b`. -/
structure Pair where
  (w w' c c' : ℝ)
  w_pos : 0 < w
  w'_pos : 0 < w'
  c_pos : 0 < c
  c'_pos : 0 < c'

/-- The VV10 function `g = w R² + b c` of one volume element. -/
def gap (w c b R : ℝ) : ℝ := w * R ^ 2 + b * c

/-- The VV10 pair energy `-3 / (2 g g' (g + g'))`, meant for `b > 0`. -/
def dispersion (P : Pair) (b R : ℝ) : ℝ :=
  -(3 / (2 * gap P.w P.c b R * gap P.w' P.c' b R *
    (gap P.w P.c b R + gap P.w' P.c' b R)))

/-- `R` is a contact distance: it is positive and minimises the total energy, `U` plus
dispersion, over all positive distances. -/
def IsContact (P : Pair) (U : ℝ → ℝ) (b R : ℝ) : Prop :=
  0 < R ∧ ∀ S, 0 < S → U R + dispersion P b R ≤ U S + dispersion P b S

/-- The function `g` is positive when `w`, `c` and `b` are positive. -/
lemma gap_pos {w c b : ℝ} (hw : 0 < w) (hc : 0 < c) (hb : 0 < b) (R : ℝ) :
    0 < gap w c b R := by
  unfold gap
  positivity

/-- The product `g g' (g + g')` strictly grows with `b > 0`. -/
lemma denominator_lt (P : Pair) {b₁ b₂ : ℝ} (hb₁ : 0 < b₁) (hb : b₁ < b₂) (R : ℝ) :
    gap P.w P.c b₁ R * gap P.w' P.c' b₁ R * (gap P.w P.c b₁ R + gap P.w' P.c' b₁ R) <
    gap P.w P.c b₂ R * gap P.w' P.c' b₂ R * (gap P.w P.c b₂ R + gap P.w' P.c' b₂ R) := by
  have hg := gap_pos P.w_pos P.c_pos hb₁ R
  have hg' := gap_pos P.w'_pos P.c'_pos hb₁ R
  have h : gap P.w P.c b₁ R < gap P.w P.c b₂ R := by
    have := mul_lt_mul_of_pos_right hb P.c_pos
    unfold gap; linarith
  have h' : gap P.w' P.c' b₁ R < gap P.w' P.c' b₂ R := by
    have := mul_lt_mul_of_pos_right hb P.c'_pos
    unfold gap; linarith
  exact mul_lt_mul'' (mul_lt_mul'' h h' hg.le hg'.le) (add_lt_add h h')
    (by positivity) (by positivity)

/-- At fixed distance, increasing `b > 0` strictly raises the VV10 pair energy. -/
theorem dispersion_lt (P : Pair) {b₁ b₂ : ℝ} (hb₁ : 0 < b₁) (hb : b₁ < b₂) (R : ℝ) :
    dispersion P b₁ R < dispersion P b₂ R := by
  have hg := gap_pos P.w_pos P.c_pos hb₁ R
  have hg' := gap_pos P.w'_pos P.c'_pos hb₁ R
  have h := denominator_lt P hb₁ hb R
  unfold dispersion
  apply neg_lt_neg
  apply div_lt_div_of_pos_left (by norm_num) (by positivity)
  linarith

/-- A step, repulsive if `M > 0`: energy `M` at distances below `σ`, and zero from `σ` onwards. -/
def wall (σ M R : ℝ) : ℝ := if R < σ then M else 0

/-- For a step at `σ > 0` as high as the dispersion well of `b₁ > 0` at zero distance is
deep, `σ` is a contact distance for every `b ≥ b₁`. -/
theorem wall_contact (P : Pair) {b₁ b σ : ℝ} (hb₁ : 0 < b₁) (hb : b₁ ≤ b) (hσ : 0 < σ) :
    IsContact P (wall σ (-dispersion P b₁ 0)) b σ := by
  have hb0 : 0 < b := hb₁.trans_le hb
  have hw := P.w_pos
  have hw' := P.w'_pos
  -- dispersion energy rises with distance
  have mono : ∀ R S, 0 ≤ R → R ≤ S → dispersion P b R ≤ dispersion P b S := by
    intro R S hR hRS
    have p := gap_pos hw P.c_pos hb0 R
    have p' := gap_pos hw' P.c'_pos hb0 R
    have h : gap P.w P.c b R ≤ gap P.w P.c b S := by unfold gap; gcongr
    have h' : gap P.w' P.c' b R ≤ gap P.w' P.c' b S := by unfold gap; gcongr
    unfold dispersion
    apply neg_le_neg
    gcongr
  have hneg : dispersion P b σ ≤ 0 := by
    have p := gap_pos hw P.c_pos hb0 σ
    have p' := gap_pos hw' P.c'_pos hb0 σ
    unfold dispersion
    apply neg_nonpos.mpr
    positivity
  have hzero : dispersion P b₁ 0 ≤ dispersion P b 0 := by
    rcases eq_or_lt_of_le hb with h | h
    · rw [h]
    · exact (dispersion_lt P hb₁ h 0).le
  refine ⟨hσ, fun S hS => ?_⟩
  unfold wall
  rw [if_neg (lt_irrefl σ)]
  split_ifs with h
  · have := mono 0 S le_rfl hS.le
    linarith
  · have := mono σ S hσ.le (not_lt.mp h)
    linarith

end

end WallContact
```

Compiling this gives:

```
Main.lean:74:76: error: unsolved goals
case b0
P : Pair
b₁ b σ : ℝ
hb₁ : 0 < b₁
hb : b₁ ≤ b
hσ : 0 < σ
hb0 : 0 < b
hw : 0 < P.w
hw' : 0 < P.w'
R S : ℝ
hR : 0 ≤ R
hRS : R ≤ S
p : 0 < gap P.w P.c b R
p' : 0 < gap P.w' P.c' b R
h : gap P.w P.c b R ≤ gap P.w P.c b S
h' : gap P.w' P.c' b R ≤ gap P.w' P.c' b S
⊢ 0 ≤ 2 * gap P.w P.c b S * gap P.w' P.c' b S

case b0
P : Pair
b₁ b σ : ℝ
hb₁ : 0 < b₁
hb : b₁ ≤ b
hσ : 0 < σ
hb0 : 0 < b
hw : 0 < P.w
hw' : 0 < P.w'
R S : ℝ
hR : 0 ≤ R
hRS : R ≤ S
p : 0 < gap P.w P.c b R
p' : 0 < gap P.w' P.c' b R
h : gap P.w P.c b R ≤ gap P.w P.c b S
h' : gap P.w' P.c' b R ≤ gap P.w' P.c' b S
⊢ 0 ≤ 2 * gap P.w P.c b S
```

What went wrong. Both unsolved goals come from the last `gcongr` in `mono`, which compares the two energies through their denominators. To show that a product grows when both its factors do, `gcongr` also needs some factors to be nonnegative, among them the larger version of the left factor, here the one at `S`. The two goals ask for this: `0 ≤ 2 * gap P.w P.c b S * gap P.w' P.c' b S` for the outer product, and `0 ≤ 2 * gap P.w P.c b S` for the product inside it.

`gcongr` tries to settle such side conditions with `positivity`, which does not unfold `gap` and so needs a hypothesis giving its sign. But `p` and `p'` give it only at `R`. The sign at `S` would follow from them together with `h` and `h'`, but `positivity` does not chain inequalities.

The added `q` and `q'` state that both functions are positive at `S`, so `positivity` can close both goals.

After these edits no error is left:

```diff
@@ -76,4 +76,6 @@
     have p := gap_pos hw P.c_pos hb0 R
     have p' := gap_pos hw' P.c'_pos hb0 R
+    have q := gap_pos hw P.c_pos hb0 S
+    have q' := gap_pos hw' P.c'_pos hb0 S
     have h : gap P.w P.c b R ≤ gap P.w P.c b S := by unfold gap; gcongr
     have h' : gap P.w' P.c' b R ≤ gap P.w' P.c' b S := by unfold gap; gcongr
```
